# Hückel non-bonding orbitals equal in number the atoms left unpaired by a largest matching in finite bipartite graphs with no cycle length divisible by four

Draw cyclobutadiene as a square with two double bonds. Every atom is paired, which suggests that no π orbital is non-bonding. Hückel theory with equal couplings on all four bonds nevertheless gives two, with normalised coefficients \((1,0,-1,0)/\sqrt2\) and \((0,1,0,-1)/\sqrt2\) around the ring. Counting leftover atoms in a best valence structure therefore needs a condition before it can replace a diagonalisation.

For a bipartite (alternant) molecule, it is enough that no cycle has a length divisible by four. If there are \(n\) atoms and at most \(k\) disjoint bonds can be chosen, the number \(d\) of independent non-bonding orbitals satisfies
\[ d+2k=n. \]
In non-interacting Hückel or tight-binding models with one orbital per site, equal site energies and equal nonzero couplings, this gives the number of zero modes (energies measured from the site energy) from a largest matching, provided that the system is finite and its bond graph is bipartite with no cycle length divisible by four.

## Molecule, pairing and orbital

The atoms form a type `V`, and the bonds of the π system form a simple graph `G`.

```lean
import Mathlib

open Module

namespace NonbondingMatching

variable {V : Type*} {G : SimpleGraph V}
```

The ring condition concerns every cycle, not only the smallest rings. Three hexagons sharing one atom have a perimeter of 12 and are excluded. The condition removes the rings for which moving every atom one step around the ring and exchanging the atoms in pairs along alternate bonds enter the determinant of the adjacency matrix with opposite signs. In the square these terms cancel.

```lean
/-- The molecular graph `G` has no ring whose number of atoms is divisible by four. -/
def NoFourfoldRing (G : SimpleGraph V) : Prop :=
  ∀ ⦃v : V⦄ (c : G.Walk v v), c.IsCycle → ¬ 4 ∣ c.length
```

A pairing, called a matching in graph theory, is a choice of \(k\) disjoint bonds. The injective map `a` places \(2k\) labels on distinct atoms, and the left and right labels with the same index are bonded.

```lean
/-- `G` admits `k` pairwise disjoint bonds: `2k` distinct atoms are arranged in `k`
adjacent pairs. -/
def HasPairing (G : SimpleGraph V) (k : ℕ) : Prop :=
  ∃ a : Fin k ⊕ Fin k → V, Function.Injective a ∧
    ∀ i, G.Adj (a (Sum.inl i)) (a (Sum.inr i))
```

With equal site energies \(\alpha\) and equal couplings \(\beta\neq0\), the Hückel matrix is \(H=\alpha I+\beta A\), where \(A\) is the adjacency matrix. An orbital \(x\) has energy \(\alpha\) exactly when \(Ax=0\). Hence `nonbonding G` is the real kernel of \(A\), and \(d\) is its dimension, written `finrank`. That a real molecule's π levels follow this \(H\) is the physical assumption; the theorems start from \(A\).

```lean
/-- The non-bonding orbitals: real coefficient vectors annihilated by the adjacency matrix. -/
def nonbonding [Fintype V] (G : SimpleGraph V) [DecidableRel G.Adj] : Submodule ℝ (V → ℝ) :=
  LinearMap.ker (G.adjMatrix ℝ).mulVecLin
```

## Closed sequences have length 2 modulo 4

Let \(g_0,g_1,\dots\) be successively bonded atoms. The first \(n+1\) of them trace a walk with \(n\) bonds; in this lemma and the next, \(n\) is only a length. Induction adds one bond at a time and records which atoms and bonds occur.

```lean
/-- The first `n + 1` atoms of a sequence of successively bonded atoms are, in order, the atoms of a
walk of length `n`, and each bond of the walk joins two consecutive atoms among them. -/
theorem exists_walk (g : ℕ → V) (hg : ∀ i, G.Adj (g i) (g (i + 1))) (n : ℕ) :
    ∃ p : G.Walk (g 0) (g n), p.length = n ∧ p.support = (List.range (n + 1)).map g ∧
      ∀ e ∈ p.edges, ∃ i < n, e = s(g i, g (i + 1)) := by
  induction n with
  | zero => exact ⟨SimpleGraph.Walk.nil, by simp, by simp, by simp⟩
  | succ n ih =>
    obtain ⟨p, hl, hs, he⟩ := ih
    refine ⟨p.concat (hg n), by simp [hl], ?_, ?_⟩
    · simp [SimpleGraph.Walk.support_concat, hs, List.range_succ]
    · intro e h
      simp only [SimpleGraph.Walk.edges_concat, List.concat_eq_append, List.mem_append,
        List.mem_singleton] at h
      rcases h with h | h
      · obtain ⟨i, hi, e'⟩ := he e h
        exact ⟨i, by omega, e'⟩
      · exact ⟨n, by omega, h⟩
```

Suppose \(g_m=g_0\) with \(m\ge2\), and \(g_0,\dots,g_{m-1}\) are distinct. Colours alternate along bonds, so \(m\) is even. If \(4\mid m\), then \(m\ge4\) and the sequence closes to a forbidden cycle. Hence \(m\equiv2\pmod 4\). The case \(m=2\) is a step along one bond and back.

In Lean, `par` is the alternation of colours, and `Colorable 2` supplies the colouring. With \(m=n+1\), the walk from \(g_0\) to \(g_n\) is closed by one further bond. The last part checks that this bond was not already used.

```lean
/-- In a bipartite graph without rings of length divisible by four, a closed sequence of
`m ≥ 2` distinct, successively bonded atoms has `m ≡ 2` modulo 4. -/
theorem closed_length (hG : G.Colorable 2) (h4 : NoFourfoldRing G) {m : ℕ} (hm : 2 ≤ m)
    (g : ℕ → V) (hg : ∀ i, G.Adj (g i) (g (i + 1))) (hinj : Set.InjOn g (Set.Iio m))
    (hc : g m = g 0) : m % 4 = 2 := by
  obtain ⟨C⟩ := hG
  -- the colour alternates along the sequence, so `m` is even
  have par : ∀ i, ((C (g i)).val + (C (g 0)).val + i) % 2 = 0 := by
    intro i
    induction i with
    | zero => omega
    | succ i ih =>
      have h1 : (C (g i)).val ≠ (C (g (i + 1))).val := fun e => C.valid (hg i) (Fin.ext e)
      have h2 := (C (g i)).isLt
      have h3 := (C (g (i + 1))).isLt
      omega
  have hp := par m
  rw [hc] at hp
  by_contra hne
  have h4m : 4 ∣ m := by omega
  -- otherwise the sequence closes to a forbidden ring
  obtain ⟨n, rfl⟩ : ∃ n, m = n + 1 := ⟨m - 1, by omega⟩
  obtain ⟨p, hl, hs, he⟩ := exists_walk g hg n
  have hadj : G.Adj (g n) (g 0) := by
    have h := hg n
    rwa [hc] at h
  refine h4 (SimpleGraph.Walk.cons hadj p)
    ((SimpleGraph.Walk.cons_isCycle_iff p hadj).2 ⟨?_, ?_⟩) (by simpa [hl] using h4m)
  · rw [SimpleGraph.Walk.isPath_def, hs]
    exact List.Nodup.map_on
      (fun x hx y hy h => hinj (List.mem_range.1 hx) (List.mem_range.1 hy) h)
      (by simp [List.nodup_range])
  · intro h
    obtain ⟨i, hi, e⟩ := he _ h
    rcases Sym2.eq_iff.1 e with ⟨h1, _⟩ | ⟨h1, h2⟩
    · have := hinj (Set.mem_Iio.2 (by omega)) (Set.mem_Iio.2 (by omega)) h1
      omega
    · have e1 := hinj (Set.mem_Iio.2 (by omega)) (Set.mem_Iio.2 (by omega)) h1
      have e2 := hinj (Set.mem_Iio.2 (by omega)) (Set.mem_Iio.2 (by omega)) h2
      omega
```

## All determinant terms have the same sign

Let \(\sigma\) permute the \(2k\) labels so that \(a(\sigma i)\) is always bonded to \(a(i)\). No label is fixed, and each cycle of \(\sigma\) is a closed sequence of the kind just treated. If there are \(r\) cycles of lengths \(\ell_1,\dots,\ell_r\), then
\[ 2k=\sum_j \ell_j\equiv 2r \pmod 4, \]
so \(r\equiv k\pmod 2\) and
\[ \operatorname{sgn}\sigma=(-1)^{2k+r}=(-1)^k. \]
Here `hmod` treats the individual cycles, `hms` adds their lengths modulo 4, and `hsum` gives the total \(2k\).

```lean
/-- In a bipartite graph without rings of length divisible by four, every permutation of `2k`
distinct atoms that moves each atom to a neighbour has the sign `(-1)^k`. -/
theorem sign_eq (hG : G.Colorable 2) (h4 : NoFourfoldRing G) {k : ℕ}
    {a : Fin k ⊕ Fin k → V} (ha : Function.Injective a) (σ : Equiv.Perm (Fin k ⊕ Fin k))
    (hσ : ∀ i, G.Adj (a (σ i)) (a i)) : Equiv.Perm.sign σ = (-1) ^ k := by
  have hmod : ∀ m ∈ σ.cycleType, m % 4 = 2 := by
    intro m hm
    have h2 := Equiv.Perm.two_le_of_mem_cycleType hm
    rw [Equiv.Perm.cycleType_def, Multiset.mem_map] at hm
    obtain ⟨c, hc, rfl⟩ := hm
    have hc' : c ∈ σ.cycleFactorsFinset := Eq.mp Finset.mem_val hc
    obtain ⟨hcyc, hcσ⟩ := Equiv.Perm.mem_cycleFactorsFinset_iff.1 hc'
    obtain ⟨x, hx, -⟩ := id hcyc
    have hord := hcyc.orderOf
    -- follow the orbit of `x` around the cycle `c`
    refine closed_length hG h4 h2 (fun i => a ((c ^ i) x)) ?_ ?_ ?_
    · intro i
      have hs : (c ^ i) x ∈ c.support :=
        Equiv.Perm.pow_apply_mem_support.2 (Equiv.Perm.mem_support.2 hx)
      have h := (hσ ((c ^ i) x)).symm
      rw [← hcσ _ hs] at h
      show G.Adj (a ((c ^ i) x)) (a ((c ^ (i + 1)) x))
      rw [pow_succ', Equiv.Perm.mul_apply]
      exact h
    · intro i hi j hj h
      have h' : (c ^ i) x = (c ^ j) x := ha h
      exact pow_injOn_Iio_orderOf (Set.mem_Iio.2 (by rw [hord]; exact hi))
        (Set.mem_Iio.2 (by rw [hord]; exact hj)) (hcyc.pow_eq_pow_iff.2 ⟨x, hx, h'⟩)
    · show a ((c ^ c.support.card) x) = a ((c ^ 0) x)
      rw [← hord, pow_orderOf_eq_one, pow_zero]
  have hms : ∀ s : Multiset ℕ, (∀ m ∈ s, m % 4 = 2) →
      s.sum % 4 = (2 * Multiset.card s) % 4 := by
    intro s
    induction s using Multiset.induction_on with
    | empty => simp
    | cons m s ih =>
      intro h
      have h1 := h m (Multiset.mem_cons_self m s)
      have h2 := ih (fun x hx => h x (Multiset.mem_cons_of_mem hx))
      rw [Multiset.sum_cons, Multiset.card_cons]
      omega
  have hsupp : σ.support = Finset.univ := by
    ext i
    simp only [Equiv.Perm.mem_support, Finset.mem_univ, iff_true]
    exact fun e => (hσ i).ne (by rw [e])
  have hsum : σ.cycleType.sum = 2 * k := by
    rw [Equiv.Perm.sum_cycleType, hsupp]
    simp [two_mul]
  have h := hms _ hmod
  rw [Equiv.Perm.sign_of_cycleType]
  obtain ⟨t, ht⟩ : ∃ t, σ.cycleType.sum + Multiset.card σ.cycleType = k + 2 * t :=
    ⟨(σ.cycleType.sum + Multiset.card σ.cycleType - k) / 2, by omega⟩
  rw [ht, pow_add, pow_mul]
  simp
```

The Leibniz formula for the block of \(A\) on the chosen atoms reads
\[ \det A_a=\sum_\sigma \operatorname{sgn}\sigma\prod_i A_{a(\sigma i),a(i)}=(-1)^kN, \]
where \(N\) is the number of permutations that move every atom to a neighbour. Any other permutation contains a factor zero. The Lean proof compares the sums term by term in these two cases.

```lean
/-- In a bipartite graph without rings of length divisible by four, the adjacency determinant on
`2k` distinct atoms is `(-1)^k` times the number of permutations moving each to a neighbour. -/
theorem det_eq [DecidableRel G.Adj] (hG : G.Colorable 2) (h4 : NoFourfoldRing G) {k : ℕ}
    {a : Fin k ⊕ Fin k → V} (ha : Function.Injective a) :
    ((G.adjMatrix ℝ).submatrix a a).det = (-1) ^ k *
      ((Finset.univ.filter fun σ : Equiv.Perm (Fin k ⊕ Fin k) =>
        ∀ i, G.Adj (a (σ i)) (a i)).card : ℝ) := by
  rw [Matrix.det_apply', ← Finset.sum_boole, Finset.mul_sum]
  refine Finset.sum_congr rfl fun σ _ => ?_
  by_cases h : ∀ i, G.Adj (a (σ i)) (a i)
  · rw [if_pos h, sign_eq hG h4 ha σ h, Finset.prod_eq_one (fun i _ => by simp [h i])]
    simp
  · rw [if_neg h]
    obtain ⟨i, hi⟩ := not_forall.1 h
    rw [Finset.prod_eq_zero (Finset.mem_univ i) (by simp [hi])]
    simp
```

## Independent rows supply a pairing

Let \(\rho\) be the dimension of the row space of \(A\). Row rank equals column rank, so rank–nullity gives \(\rho+d=n\).

```lean
variable [Fintype V] [DecidableRel G.Adj]

/-- The dimension spanned by the adjacency rows and the number of independent non-bonding
orbitals add up to the number of atoms. -/
theorem rows_add_nonbonding :
    finrank ℝ (Submodule.span ℝ (Set.range fun v => G.adjMatrix ℝ v)) +
      finrank ℝ (nonbonding G) = Fintype.card V := by
  classical
  have h := (G.adjMatrix ℝ).mulVecLin.finrank_range_add_finrank_ker
  have hr : (G.adjMatrix ℝ).rank =
      finrank ℝ (Submodule.span ℝ (Set.range fun v => G.adjMatrix ℝ v)) :=
    Matrix.rank_eq_finrank_span_row _
  rw [Module.finrank_fintype_fun_eq_card] at h
  rw [← hr]
  exact h
```

Take atoms \(a(i)\) whose rows are independent. For a finite set \(s\) of these rows, all nonzero entries lie in the columns of the neighbours \(N(s)\). The rows stay independent when restricted to those columns, so \(|s|\le|N(s)|\). This is Hall's condition, and Hall's theorem assigns distinct neighbours \(f(i)\) to the atoms. The condition is `hall` in the code.

```lean
/-- Atoms whose adjacency rows are linearly independent can be assigned distinct neighbours. -/
theorem exists_partners {κ : Type*} (a : κ → V)
    (h : LinearIndependent ℝ fun i => G.adjMatrix ℝ (a i)) :
    ∃ f : κ → V, Function.Injective f ∧ ∀ i, G.Adj (a i) (f i) := by
  classical
  let t : κ → Finset V := fun i => Finset.univ.filter fun j => G.Adj (a i) j
  have hall : ∀ s : Finset κ, s.card ≤ (s.biUnion t).card := by
    intro s
    -- the rows in `s` stay independent when restricted to the neighbours of `s`
    have li : LinearIndependent ℝ
        (fun (i : s) (j : (s.biUnion t : Finset V)) => G.adjMatrix ℝ (a i) j) := by
      rw [Fintype.linearIndependent_iff]
      intro g hg
      have h' := h.comp (Subtype.val : s → κ) Subtype.val_injective
      rw [Fintype.linearIndependent_iff] at h'
      apply h' g
      funext j
      by_cases hj : j ∈ s.biUnion t
      · have e := congrFun hg ⟨j, hj⟩
        simpa only [Finset.sum_apply, Pi.smul_apply, Pi.zero_apply,
          Function.comp_apply] using e
      · simp only [Finset.sum_apply, Pi.smul_apply, Pi.zero_apply, Function.comp_apply]
        refine Finset.sum_eq_zero fun i _ => ?_
        have hn : ¬ G.Adj (a i) j := fun hA =>
          hj (Finset.mem_biUnion.2 ⟨i, i.2, Finset.mem_filter.2 ⟨Finset.mem_univ _, hA⟩⟩)
        simp [hn]
    have hle := li.fintype_card_le_finrank
    rwa [Module.finrank_fintype_fun_eq_card, Fintype.card_coe, Fintype.card_coe] at hle
  obtain ⟨f, hf, hm⟩ := (Finset.all_card_le_biUnion_card_iff_exists_injective t).1 hall
  exact ⟨f, hf, fun i => (Finset.mem_filter.1 (hm i)).2⟩
```

A partner \(f(i)\) may itself be one of the atoms \(a(j)\), so this is not yet a pairing. Choose a basis of \(\rho\) rows and keep the more frequent colour, with \(m\) atoms and \(\rho\le2m\). Their partners all have the other colour, so the \(2m\) atoms are distinct and
\[ n=d+\rho\le d+2m. \]
This direction needs the colouring but not the ring condition.

```lean
/-- Every bipartite graph has a pairing that leaves at most as many atoms unpaired as there are
independent non-bonding orbitals. -/
theorem exists_good_pairing (hG : G.Colorable 2) :
    ∃ m, HasPairing G m ∧ Fintype.card V ≤ finrank ℝ (nonbonding G) + 2 * m := by
  classical
  obtain ⟨C⟩ := hG
  obtain ⟨κ, a, ha, hspan, hli⟩ := exists_linearIndependent' ℝ (fun v => G.adjMatrix ℝ v)
  have : Finite κ := Finite.of_injective a ha
  let _ : Fintype κ := Fintype.ofFinite κ
  have hr := rows_add_nonbonding (G := G)
  rw [← hspan, finrank_span_eq_card hli] at hr
  obtain ⟨f, hf, hadj⟩ := exists_partners a hli
  -- one colour accounts for at least half of the independent rows
  obtain ⟨c, hc⟩ : ∃ c : Fin 2,
      Fintype.card κ ≤ 2 * (Finset.univ.filter fun i => C (a i) = c).card := by
    have h := Finset.card_eq_sum_card_fiberwise (f := fun i => C (a i))
      (s := (Finset.univ : Finset κ)) (t := Finset.univ) (fun _ _ => by simp)
    simp only [Finset.card_univ, Fin.sum_univ_two] at h
    by_contra! hn
    have h0 := hn 0
    have h1 := hn 1
    omega
  let s : Finset κ := Finset.univ.filter fun i => C (a i) = c
  have hs : ∀ i : s, C (a i) = c := fun i => (Finset.mem_filter.1 i.2).2
  let e := s.equivFin.symm
  have he : Function.Injective fun j => (e j : κ) := Subtype.val_injective.comp e.injective
  refine ⟨s.card, ⟨Sum.elim (fun j => a (e j)) (fun j => f (e j)), ?_,
    fun j => hadj (e j)⟩, ?_⟩
  · refine Function.Injective.sumElim (ha.comp he) (hf.comp he) fun i j hij => ?_
    have hij' : a (e i) = f (e j) := hij
    exact C.valid (hadj (e j)) (by rw [← hij', hs, hs])
  · have hc' : Fintype.card κ ≤ 2 * s.card := hc
    omega
```

## No pairing can do better

Given any pairing with \(k\) bonds, exchanging the partners in every bond is one of the permutations counted by \(N\). Thus \(N\ge1\) and \(\det A_a\ne0\). If real coefficients \(y_i\) satisfy \(\sum_i y_iA_{a(i),v}=0\) for all atoms \(v\), restriction to the columns \(v=a(j)\) forces every \(y_i\) to be zero. The \(2k\) rows are therefore independent, so \(2k\le\rho=n-d\). In Lean the exchange is `Equiv.sumComm`.

```lean
/-- In a bipartite graph without rings of length divisible by four, no pairing leaves fewer atoms
unpaired than there are independent non-bonding orbitals. -/
theorem nonbonding_add_le (hG : G.Colorable 2) (h4 : NoFourfoldRing G) {k : ℕ}
    (hk : HasPairing G k) : finrank ℝ (nonbonding G) + 2 * k ≤ Fintype.card V := by
  obtain ⟨a, ha, hadj⟩ := hk
  -- exchanging all partners is one of the permutations counted by the determinant
  have hdet : ((G.adjMatrix ℝ).submatrix a a).det ≠ 0 := by
    rw [det_eq hG h4 ha]
    refine mul_ne_zero (pow_ne_zero _ (by norm_num)) (Nat.cast_ne_zero.2
      (Finset.card_ne_zero.2 ⟨Equiv.sumComm (Fin k) (Fin k),
        Finset.mem_filter.2 ⟨Finset.mem_univ _, ?_⟩⟩))
    rintro (i | i)
    · exact (hadj i).symm
    · exact hadj i
  have li : LinearIndependent ℝ fun i => G.adjMatrix ℝ (a i) := by
    rw [Fintype.linearIndependent_iff]
    intro g hg
    have h0 : g = 0 := Matrix.eq_zero_of_vecMul_eq_zero hdet (by
      funext j
      have e := congrFun hg (a j)
      simpa only [Matrix.vecMul, dotProduct, Matrix.submatrix_apply, Finset.sum_apply,
        Pi.smul_apply, smul_eq_mul, Pi.zero_apply] using e)
    exact fun i => congrFun h0 i
  have hle : finrank ℝ (Submodule.span ℝ (Set.range fun i => G.adjMatrix ℝ (a i))) ≤
      finrank ℝ (Submodule.span ℝ (Set.range fun v => G.adjMatrix ℝ v)) :=
    Submodule.finrank_mono (Submodule.span_mono (by
      rintro _ ⟨i, rfl⟩
      exact ⟨a i, rfl⟩))
  rw [finrank_span_eq_card li, Fintype.card_sum, Fintype.card_fin] at hle
  have hr := rows_add_nonbonding (G := G)
  omega
```

## The count and its zero case

`IsGreatest` says that a pairing with \(k\) bonds exists and that none has more. The pairing with \(m\) bonds found above has \(m\le k\), hence
\[ n\le d+2m\le d+2k\le n, \]
and equality holds throughout. The theorem states the sum, which avoids the truncated subtraction of natural numbers.

The smallest cases are easy to follow. A single atom has \(n=1\), \(k=0\) and \(d=1\), its own orbital. Two bonded atoms have \(k=1\) and \(d=0\). The three-atom allyl chain has \(k=1\) and \(d=1\), with normalised orbital \((1,0,-1)/\sqrt2\).

```lean
/-- In a bipartite graph without rings of length divisible by four, whose largest pairing has `k`
bonds, the number of independent non-bonding orbitals plus `2k` equals the number of atoms. -/
theorem nonbonding_add_two_mul_matching (hG : G.Colorable 2) (h4 : NoFourfoldRing G) {k : ℕ}
    (hk : IsGreatest {m | HasPairing G m} k) :
    finrank ℝ (nonbonding G) + 2 * k = Fintype.card V := by
  obtain ⟨m, hm, hle⟩ := exists_good_pairing hG
  have h1 : m ≤ k := hk.2 hm
  have h2 := nonbonding_add_le hG h4 hk.1
  omega
```

Under the same hypotheses, the kernel is zero, written `⊥`, exactly when some pairing uses every atom. If \(d=0\), the two bounds give \(n=2m\) for the pairing built from the rows. Conversely, \(2k=n\) in the upper bound forces \(d=0\).

```lean
/-- A bipartite graph without rings of length divisible by four has no nonzero non-bonding
orbital exactly when some pairing uses every atom. -/
theorem nonbonding_eq_bot_iff (hG : G.Colorable 2) (h4 : NoFourfoldRing G) :
    nonbonding G = ⊥ ↔ ∃ k, HasPairing G k ∧ 2 * k = Fintype.card V := by
  constructor
  · intro h
    obtain ⟨m, hm, hle⟩ := exists_good_pairing hG
    have h2 := nonbonding_add_le hG h4 hm
    rw [h, finrank_bot] at hle h2
    exact ⟨m, hm, by omega⟩
  · rintro ⟨k, hk, hn⟩
    have h2 := nonbonding_add_le hG h4 hk
    exact Submodule.finrank_eq_zero.1 (by omega)

end NonbondingMatching
```

```lean
#print axioms NonbondingMatching.nonbonding_add_two_mul_matching
-- 'NonbondingMatching.nonbonding_add_two_mul_matching' depends on axioms: [propext, Classical.choice, Quot.sound]
#print axioms NonbondingMatching.nonbonding_eq_bot_iff
-- 'NonbondingMatching.nonbonding_eq_bot_iff' depends on axioms: [propext, Classical.choice, Quot.sound]
```
